# Motional narrowing in a two-state Dyakonov-Perel model: a relaxation rate between $w^2/(2k)$ and $(w^2/(2k))(1+w^2/k^2)$

Momentum space is reduced here to two states, in which the transverse spin precesses at the opposite frequencies $w$ and $-w$, and scattering is reduced to an exchange between them at a constant rate $k$. For $k>0$ and $|w|\le k$, the slowest-decaying mode of this model has a real rate within the bounds of the title.

```lean
import Mathlib

open Matrix

namespace DyakonovPerel

noncomputable section

/-- Generator of the transverse spin dynamics in two momentum states: precession at the
opposite frequencies `w` and `-w`, and scattering between the states at rate `k`. -/
def generator (w k : ℝ) : Matrix (Fin 2) (Fin 2) ℂ :=
  !![Complex.I * w - k, k; k, -(Complex.I * w) - k]

/-- The number `μ` is an eigenvalue of the generator, with a nonzero spin mode `v`. -/
def HasMode (w k : ℝ) (μ : ℂ) : Prop :=
  ∃ v : Fin 2 → ℂ, v ≠ 0 ∧ generator w k *ᵥ v = μ • v

/-- The slow relaxation rate `k - √(k² - w²)`, meant for `|w| ≤ k`. -/
def slowRate (w k : ℝ) : ℝ := k - √(k ^ 2 - w ^ 2)

/-- If the spins follow the precession and scattering equations, the total spin obeys the
equation of a damped oscillator, `S'' = -2k S' - w² S`, with `S' = i w (s₀ - s₁)`. -/
theorem total_spin_oscillator (w k : ℝ) (s : ℝ → Fin 2 → ℂ)
    (h : ∀ t, HasDerivAt s (generator w k *ᵥ s t) t) (t : ℝ) :
    HasDerivAt (fun τ => s τ 0 + s τ 1) (Complex.I * w * (s t 0 - s t 1)) t ∧
    HasDerivAt (fun τ => Complex.I * w * (s τ 0 - s τ 1))
      (-(2 * k) * (Complex.I * w * (s t 0 - s t 1)) - w ^ 2 * (s t 0 + s t 1)) t := by
  have h0 := hasDerivAt_pi.mp (h t) 0
  have h1 := hasDerivAt_pi.mp (h t) 1
  have g0 : (generator w k *ᵥ s t) 0 = (Complex.I * w - k) * s t 0 + k * s t 1 := by
    simp [generator, Matrix.mulVec, dotProduct, Fin.sum_univ_two]
  have g1 : (generator w k *ᵥ s t) 1 = k * s t 0 + (-(Complex.I * w) - k) * s t 1 := by
    simp [generator, Matrix.mulVec, dotProduct, Fin.sum_univ_two]
  rw [g0] at h0
  rw [g1] at h1
  constructor
  · -- scattering conserves the total spin, so only precession changes it
    exact (h0.fun_add h1).congr_deriv (by ring)
  · exact ((h0.fun_sub h1).const_mul (Complex.I * (w : ℂ))).congr_deriv (by
      linear_combination ((w : ℂ) ^ 2 * (s t 0 + s t 1)) * Complex.I_sq)

/-- A spin mode with eigenvalue `μ` evolves in time as `exp (μ t)`. -/
theorem mode_evolution (w k : ℝ) (μ : ℂ) (v : Fin 2 → ℂ)
    (h : generator w k *ᵥ v = μ • v) (t : ℝ) :
    HasDerivAt (fun τ : ℝ => Complex.exp (μ * τ) • v)
      (generator w k *ᵥ (Complex.exp (μ * t) • v)) t := by
  have h0 : HasDerivAt (fun τ : ℝ => μ * (τ : ℂ)) μ t := by
    simpa using ((hasDerivAt_id (t : ℂ)).const_mul μ).comp_ofReal
  rw [Matrix.mulVec_smul, h, smul_smul]
  exact h0.cexp.smul_const v

/-- Secular equation: `μ` is an eigenvalue exactly when `(μ + k)² = k² - w²`. -/
theorem hasMode_iff (w k : ℝ) (μ : ℂ) :
    HasMode w k μ ↔ (μ + k) ^ 2 = (k : ℂ) ^ 2 - (w : ℂ) ^ 2 := by
  have key : ∀ v : Fin 2 → ℂ, (generator w k - μ • (1 : Matrix (Fin 2) (Fin 2) ℂ)) *ᵥ v
      = generator w k *ᵥ v - μ • v := by
    intro v
    rw [Matrix.sub_mulVec, Matrix.smul_mulVec, Matrix.one_mulVec]
  have hdet : (generator w k - μ • (1 : Matrix (Fin 2) (Fin 2) ℂ)).det
      = (μ + k) ^ 2 - ((k : ℂ) ^ 2 - (w : ℂ) ^ 2) := by
    simp [generator, Matrix.det_fin_two]
    linear_combination (-(w : ℂ) ^ 2) * Complex.I_sq
  have h := Matrix.exists_mulVec_eq_zero_iff
    (M := generator w k - μ • (1 : Matrix (Fin 2) (Fin 2) ℂ))
  rw [hdet, sub_eq_zero] at h
  simp only [key, sub_eq_zero] at h
  exact h

/-- For `|w| ≤ k` the slow rate `r` solves `(k - r)² = k² - w²` and does not exceed `k`. -/
theorem slowRate_spec {w k : ℝ} (h : |w| ≤ k) :
    (k - slowRate w k) ^ 2 = k ^ 2 - w ^ 2 ∧ slowRate w k ≤ k := by
  have hw : w ^ 2 ≤ k ^ 2 := sq_le_sq' (abs_le.mp h).1 (abs_le.mp h).2
  have hq := Real.sq_sqrt (sub_nonneg.mpr hw)
  have hq0 := Real.sqrt_nonneg (k ^ 2 - w ^ 2)
  unfold slowRate
  constructor
  · linear_combination hq
  · linarith

/-- For `k > 0` and `|w| ≤ k` the slow rate lies between `w²/(2k)` and
`(w²/(2k)) (1 + w²/k²)`. -/
theorem slowRate_bounds {w k : ℝ} (hk : 0 < k) (h : |w| ≤ k) :
    w ^ 2 / (2 * k) ≤ slowRate w k ∧
    slowRate w k ≤ w ^ 2 / (2 * k) * (1 + w ^ 2 / k ^ 2) := by
  obtain ⟨hs, hr⟩ := slowRate_spec h
  generalize slowRate w k = r at hs hr ⊢
  have hw : w ^ 2 = 2 * k * r - r ^ 2 := by linear_combination hs
  rw [hw]
  constructor
  · rw [div_le_iff₀ (by positivity)]
    nlinarith [sq_nonneg r]
  · -- the gap to the upper bound is an explicit nonnegative quantity
    have gap : (2 * k * r - r ^ 2) / (2 * k) * (1 + (2 * k * r - r ^ 2) / k ^ 2) - r
        = r ^ 2 * ((k - r) * (3 * k - r)) / (2 * k ^ 3) := by
      field_simp
      ring
    have hpos : 0 ≤ r ^ 2 * ((k - r) * (3 * k - r)) / (2 * k ^ 3) :=
      div_nonneg (mul_nonneg (sq_nonneg r)
        (mul_nonneg (by linarith) (by linarith))) (by positivity)
    linarith

/-- Dyakonov-Perel relaxation: for `k > 0` and `|w| ≤ k` the generator has the real eigenvalue
`-r`, where `r` is `w²/(2k)` up to a relative correction of at most `w²/k²`, and no eigenvalue
has a real part above `-r`. -/
theorem dyakonov_perel {w k : ℝ} (hk : 0 < k) (h : |w| ≤ k) :
    ∃ r : ℝ, HasMode w k (-(r : ℂ)) ∧
      w ^ 2 / (2 * k) ≤ r ∧ r ≤ w ^ 2 / (2 * k) * (1 + w ^ 2 / k ^ 2) ∧
      ∀ μ : ℂ, HasMode w k μ → μ.re ≤ -r := by
  obtain ⟨hs, hr⟩ := slowRate_spec h
  obtain ⟨hlow, hup⟩ := slowRate_bounds hk h
  have hsC : ((k : ℂ) - (slowRate w k : ℂ)) ^ 2 = (k : ℂ) ^ 2 - (w : ℂ) ^ 2 := by
    exact_mod_cast hs
  refine ⟨slowRate w k, ?_, hlow, hup, ?_⟩
  · rw [hasMode_iff]
    linear_combination hsC
  · intro μ hμ
    rw [hasMode_iff] at hμ
    -- the secular equation factors into the slow and the fast mode
    have hfac : (μ - ((-slowRate w k : ℝ) : ℂ)) *
        (μ - ((slowRate w k - 2 * k : ℝ) : ℂ)) = 0 := by
      push_cast
      linear_combination hμ - hsC
    rcases mul_eq_zero.mp hfac with h1 | h1
    · rw [sub_eq_zero.mp h1, Complex.ofReal_re]
    · rw [sub_eq_zero.mp h1, Complex.ofReal_re]
      linarith

/-- Motional narrowing: for `w ≠ 0` and scattering rates of at least `|w|`, faster scattering
makes the slow relaxation rate strictly smaller. -/
theorem motional_narrowing {w k₁ k₂ : ℝ} (hw : w ≠ 0) (h₁ : |w| ≤ k₁) (h₂ : k₁ < k₂) :
    slowRate w k₂ < slowRate w k₁ := by
  have hk : 0 < k₁ := lt_of_lt_of_le (abs_pos.mpr hw) h₁
  obtain ⟨s1, r1⟩ := slowRate_spec h₁
  obtain ⟨s2, r2⟩ := slowRate_spec (h₁.trans h₂.le)
  have hpos : 0 < slowRate w k₁ :=
    lt_of_lt_of_le (by positivity) (slowRate_bounds hk h₁).1
  by_contra hcon
  have hle := not_lt.mp hcon
  nlinarith [mul_nonneg (sub_nonneg.mpr hle)
    (show 0 ≤ 2 * k₂ - slowRate w k₁ - slowRate w k₂ by linarith),
    mul_pos hpos (sub_pos.mpr h₂)]

/-- For slow scattering, `0 ≤ k < |w|`, every mode oscillates and decays at the rate `k`. -/
theorem slow_scattering {w k : ℝ} (hk : 0 ≤ k) (h : k < |w|) {μ : ℂ}
    (hμ : HasMode w k μ) : μ.re = -k ∧ μ.im ≠ 0 := by
  have hlt : k ^ 2 < w ^ 2 := by
    have h2 := pow_lt_pow_left₀ h hk two_ne_zero
    rwa [sq_abs] at h2
  rw [hasMode_iff] at hμ
  have hre := congrArg Complex.re hμ
  have him := congrArg Complex.im hμ
  simp only [pow_two, Complex.mul_re, Complex.mul_im, Complex.add_re, Complex.add_im,
    Complex.sub_re, Complex.sub_im, Complex.ofReal_re, Complex.ofReal_im] at hre him
  -- a vanishing imaginary part would make a square negative
  have hne : μ.im ≠ 0 := by
    intro h0
    rw [h0] at hre
    nlinarith [sq_nonneg (μ.re + k)]
  have hprod : (μ.re + k) * μ.im = 0 := by linarith
  rcases mul_eq_zero.mp hprod with h1 | h1
  · exact ⟨by linarith, hne⟩
  · exact absurd h1 hne

end

end DyakonovPerel
```

```lean
#print axioms DyakonovPerel.mode_evolution
#print axioms DyakonovPerel.dyakonov_perel
#print axioms DyakonovPerel.motional_narrowing
#print axioms DyakonovPerel.slow_scattering
```

```
'DyakonovPerel.mode_evolution' depends on axioms: [propext, Classical.choice, Quot.sound]
'DyakonovPerel.dyakonov_perel' depends on axioms: [propext, Classical.choice, Quot.sound]
'DyakonovPerel.motional_narrowing' depends on axioms: [propext, Classical.choice, Quot.sound]
'DyakonovPerel.slow_scattering' depends on axioms: [propext, Classical.choice, Quot.sound]
```

## The rate, its bounds and its dependence on scattering

The main theorem, `dyakonov_perel`, takes real numbers $w$ and $k$ with $k>0$ and $|w|\le k$. It states that there is a real number $r$ with three properties:

- $-r$ is an eigenvalue of the matrix
$$M=\begin{pmatrix} iw-k & k\\ k & -iw-k\end{pmatrix};$$
- $r$ satisfies
$$\frac{w^2}{2k}\;\le\; r\;\le\;\frac{w^2}{2k}\left(1+\frac{w^2}{k^2}\right);$$
- every eigenvalue $\mu$ of $M$ has $\operatorname{Re}\mu\le -r$.

The first and third properties together determine $r$ uniquely. Its value is $r=k-\sqrt{k^2-w^2}$, which the file calls `slowRate w k`. For $w=k/10$ the bounds fix $r$ to within one per cent of $w^2/(2k)$. For $w=0$ they give $r=0$: without precession the total spin does not relax.

Two further theorems describe how relaxation depends on scattering. `motional_narrowing` says that, for fixed $w\ne0$, the rate $r$ strictly decreases when $k$ increases from any value $k_1\ge|w|$ to a larger value $k_2$. `slow_scattering` treats the other regime, $0\le k<|w|$, where every eigenvalue has real part $-k$ and a nonzero imaginary part. There the modes oscillate, and faster scattering damps them faster.

## Opposite spin-orbit fields at opposite momenta

In a crystal without inversion symmetry, spin-orbit coupling acts on an electron like a magnetic field that depends on its momentum. Time reversal makes this field odd in momentum, so electrons at $p$ and $-p$ precess in opposite senses. Take the field axis as $z$ and combine the two transverse spin components in each momentum state into one complex number, $s_0$ or $s_1$, of the form $S_x+iS_y$. Precession at frequency $w$ then reads $\dot s_0=iws_0$, and precession at $-w$ reads $\dot s_1=-iws_1$.

The constant $k$ stands for collisions, for instance with impurities, that reverse the momentum and leave the spin unchanged. They carry spin from each state to the other at the same rate, so that
$$\dot s_0=(iw-k)s_0+ks_1,\qquad \dot s_1=ks_0+(-iw-k)s_1 .$$

In Lean the pair $(s_0,s_1)$ is a function `Fin 2 → ℂ`, the matrix $M$ is `generator w k`, and `*ᵥ` is the product of a matrix and a vector. `HasMode w k μ` says that some nonzero vector $v$ satisfies $Mv=\mu v$. The equations of motion appear as a `HasDerivAt` hypothesis in `total_spin_oscillator`. The frequency $w$ is an angular frequency and may have either sign.

The full Dyakonov-Perel problem has a continuum of momenta, and the field direction generally varies with momentum, so that all three spin components relax. The present model has one field axis, two momenta and no external magnetic field, and its rate $k$ is given, not derived from a scattering mechanism. Within these limits it shows how spin relaxation in non-centrosymmetric semiconductors can slow down as scattering becomes faster, and it supplies a reference value for a spin-kinetics code run with two momentum states.

## The total spin as a damped oscillator

Let $S=s_0+s_1$ and $D=s_0-s_1$. Adding the equations of motion cancels the scattering terms, and subtracting them does not:
$$\dot S=iwD,\qquad \dot D=iwS-2kD .$$
Multiplying the second equation by $iw$ gives
$$\ddot S=iw\dot D=-w^2S-2k\dot S .$$
Scattering thus conserves the total spin but destroys the difference $D$ at the rate $2k$. When $k$ is large, $D$ follows $S$ with $D\approx iwS/(2k)$, and therefore $\dot S\approx-(w^2/2k)S$. This is the familiar form $w^2\tau$ with the correlation time $\tau=1/(2k)$; the bounds replace the approximation by inequalities.

`total_spin_oscillator` proves the two derivative formulas, for $S$ and for $iwD$. It splits the vector equation into components with `hasDerivAt_pi`, writes out the two rows as `g0` and `g1`, and applies the sum and difference rules. The identity $i^2=-1$ enters through `Complex.I_sq`.

An eigenvalue $\mu$ gives the decay rate $-\operatorname{Re}\mu$ of its mode because of `mode_evolution`. If $Mv=\mu v$, then
$$\frac{d}{dt}\left(e^{\mu t}v\right)=\mu e^{\mu t}v=M\left(e^{\mu t}v\right),$$
so $e^{\mu t}v$ solves the equations of motion. The Lean proof differentiates the exponential by the chain rule and replaces $Mv$ by $\mu v$.

## The secular equation

A nonzero $v$ with $(M-\mu)v=0$ exists exactly when the determinant vanishes:
$$\begin{aligned}
\det(M-\mu)&=(iw-k-\mu)(-iw-k-\mu)-k^2\\
&=(\mu+k)^2+w^2-k^2 .
\end{aligned}$$
Hence $\mu$ is an eigenvalue if and only if
$$(\mu+k)^2=k^2-w^2 .$$

This is `hasMode_iff`, valid for all real $w$ and $k$. In its proof, `hdet` computes the determinant, `key` rewrites $(M-\mu)v$ as $Mv-\mu v$, and `Matrix.exists_mulVec_eq_zero_iff` supplies the equivalence between a nonzero null vector and a zero determinant.

## Both bounds from one quadratic relation

For $|w|\le k$ we have $w^2\le k^2$, so the square root in $r=k-\sqrt{k^2-w^2}$ is real. It follows that
$$(k-r)^2=k^2-w^2,\qquad r\le k .$$
These two facts are `slowRate_spec`, and the square root is not needed after them. Expanding the first gives
$$w^2=2kr-r^2 .$$

Dividing by $2k$ yields the lower bound:
$$r-\frac{w^2}{2k}=\frac{r^2}{2k}\ge0 .$$

For the upper bound, insert the same expression for $w^2$ in both places where it occurs:
$$\begin{aligned}
\frac{w^2}{2k}\left(1+\frac{w^2}{k^2}\right)-r
&=\frac{r(2k-r)(k^2+2kr-r^2)-2k^3r}{2k^3}\\
&=\frac{r^2(3k^2-4kr+r^2)}{2k^3}\\
&=\frac{r^2(k-r)(3k-r)}{2k^3}.
\end{aligned}$$
Since $r\le k$ and $k>0$, both brackets in the last numerator are nonnegative, and so is the whole expression.

`slowRate_bounds` follows this calculation. The `generalize` step replaces `slowRate w k` by a plain variable `r` that carries only the two facts above. The identity for the upper bound is called `gap`, which `field_simp` and `ring` verify, and `hpos` records that its right-hand side is nonnegative.

## The slow mode and the fast mode

Subtracting $(k-r)^2=k^2-w^2$ from the secular equation gives
$$0=(\mu+k)^2-(k-r)^2=(\mu+r)(\mu+2k-r).$$
The eigenvalues are therefore $\mu=-r$ and $\mu=r-2k$. Because $r\le k$, the second satisfies $r-2k\le-r$, so no mode decays more slowly than the one with rate $r$. At $|w|=k$ the two eigenvalues merge at $-k$.

In `dyakonov_perel`, the existence of the mode follows from `hasMode_iff` and the complex form `hsC` of the relation for $r$. The factorisation is `hfac`, and `mul_eq_zero` splits it into the two cases.

## Faster scattering, slower relaxation

Let $w\ne0$ and $|w|\le k_1<k_2$, and let $r_1$ and $r_2$ be the corresponding slow rates. Both satisfy the quadratic relation with the same $w$:
$$r_1(2k_1-r_1)=w^2=r_2(2k_2-r_2).$$
The lower bound gives $r_1>0$. Suppose that $r_2\ge r_1$. Then
$$r_2(2k_2-r_2)-r_1(2k_2-r_1)=(r_2-r_1)(2k_2-r_1-r_2)\ge0,$$
because $r_1\le k_1<k_2$ and $r_2\le k_2$. Consequently
$$w^2\ge r_1(2k_2-r_1)=w^2+2r_1(k_2-k_1)>w^2,$$
which is a contradiction. Hence $r_2<r_1$.

The proof of `motional_narrowing` is the same argument. It assumes the opposite with `by_contra` and gives `nlinarith` the two products that matter: the nonnegative $(r_2-r_1)(2k_2-r_1-r_2)$ and the positive $r_1(k_2-k_1)$.

## Oscillation when precession outpaces scattering

For $0\le k<|w|$ the right-hand side of the secular equation is negative. Write $\mu+k=a+ib$ with real $a$ and $b$, and compare real and imaginary parts:
$$a^2-b^2=k^2-w^2<0,\qquad 2ab=0 .$$
If $b$ were zero, $a^2$ would be negative. So $b\ne0$, which forces $a=0$, and thus $\operatorname{Re}\mu=-k$ and $\operatorname{Im}\mu=b\ne0$. At $k=0$ this is undamped precession.

`slow_scattering` obtains the two real equations as `hre` and `him`, excludes a vanishing imaginary part in `hne`, and concludes from the zero product `hprod`.
